# For N ≥ 1 electrons on M sites, the least mean repulsion at a realisable density needs at most M configurations

## Two electrons on two sites

Let two electrons share two sites, with repulsion U > 0 when both are on the same site and none otherwise. The configurations are (2,0), (1,1) and (0,2). Give them the probabilities 5/8, 1/4 and 1/8. The density is then (3/2, 1/2) and the mean repulsion is 3U/4.

Now move an amount t of probability from each of the outer configurations to the middle one:

(5/8 − t, 1/4 + 2t, 1/8 − t)

The density stays the same, and the mean repulsion falls by 2tU. At t = 1/8 the last probability reaches zero and the move has to stop. Two configurations remain on two sites, with mean repulsion U/2, the minimum at this density.

The same mechanism works for any number of sites and any real repulsion that depends on the configuration.

## Configurations and their weights

```lean
import Mathlib

open Finset

namespace SparseStrictCorrelation

noncomputable section

variable {ι : Type*} [Fintype ι] [DecidableEq ι] {k N : ℕ}
```

The type `ι` is the set of sites, and M stands for their number, `Fintype.card ι`. The natural numbers `k` and `N` are the largest occupation of a site and the number of electrons.

```lean
/-- Configurations of `N` electrons on the sites `ι`, each site holding at most `k` electrons,
given by their occupation vectors. -/
abbrev Config (ι : Type*) [Fintype ι] (k N : ℕ) :=
  {n : ι → Fin (k + 1) // ∑ i, (n i : ℕ) = N}
```

A configuration c is a list of occupations n_i(c), each between 0 and k, with

Σ_i n_i(c) = N.

`Fin (k + 1)` is the type of the numbers 0, …, k, and the condition after `//` fixes the electron number. In later code, `c.1 i` is n_i(c) and `c.2` is the proof that the sum is N. Spin is not recorded.

```lean
/-- The mean occupation of site `i` when configuration `c` carries the weight `p c`. -/
def density (p : Config ι k N → ℝ) (i : ι) : ℝ := ∑ c, p c * ((c.1 i : ℕ) : ℝ)
```

For real weights p(c), this is

D_i(p) = Σ_c p(c) n_i(c).

The weights may be negative here, so the same formula applies to a shift of probability.

```lean
/-- The mean of the configuration-dependent repulsion `W` under the weights `p`. -/
def meanRepulsion (W p : Config ι k N → ℝ) : ℝ := ∑ c, p c * W c
```

Likewise, R(p) = Σ_c p(c) W(c). The repulsion W is any real function of the configuration, so it need not be a sum over pairs or even positive.

```lean
/-- The weights `p` form a probability distribution whose density is `ρ`. -/
def Realises (p : Config ι k N → ℝ) (ρ : ι → ℝ) : Prop :=
  (∀ c, 0 ≤ p c) ∧ ∑ c, p c = 1 ∧ ∀ i, density p i = ρ i
```

`Realises p ρ` says that p(c) ≥ 0 for all c, that the weights add up to 1, and that D_i(p) = ρ_i on every site.

```lean
/-- The configurations that carry nonzero weight. -/
def active (p : Config ι k N → ℝ) : Finset (Config ι k N) := univ.filter (fun c => p c ≠ 0)
```

`active p` is the set of configurations with p(c) ≠ 0. Its size, `(active p).card`, is the quantity to be bounded.

## Removing one configuration at fixed density

```lean
/-- Sum rule: the site densities add up to the electron number times the total weight. -/
theorem sum_density (p : Config ι k N → ℝ) : ∑ i, density p i = N * ∑ c, p c := by
  unfold density
  rw [Finset.sum_comm, Finset.mul_sum]
  refine Finset.sum_congr rfl fun c _ => ?_
  have hc : ∑ i, ((c.1 i : ℕ) : ℝ) = N := by exact_mod_cast c.2
  rw [← Finset.mul_sum, hc]
  ring
```

In a Lean theorem, the assumptions stand before the first colon that is outside all brackets, the claim after it, and the proof after `:= by`. By hand, exchange the two sums:

Σ_i D_i(p) = Σ_c p(c) Σ_i n_i(c) = N Σ_c p(c).

`Finset.sum_comm` makes the exchange, and `hc` supplies the electron number of each configuration.

```lean
/-- If more configurations are active than there are sites, some nonzero change of the weights,
confined to the active configurations, leaves the density unchanged. -/
theorem exists_neutral_shift (p : Config ι k N → ℝ) (h : Fintype.card ι < (active p).card) :
    ∃ d : Config ι k N → ℝ, (∃ c, d c ≠ 0) ∧ (∀ c, p c = 0 → d c = 0) ∧
      ∀ i, density d i = 0 := by
  -- too many occupation vectors in a space of dimension `card ι` are linearly dependent
  have hdep : ¬ LinearIndependent ℝ
      (fun (c : {c // c ∈ active p}) (i : ι) => ((c.1.1 i : ℕ) : ℝ)) := by
    intro hli
    have h1 := hli.fintype_card_le_finrank
    rw [Module.finrank_fintype_fun_eq_card, Fintype.card_coe] at h1
    omega
  obtain ⟨g, hg, c₀, hc₀⟩ := Fintype.not_linearIndependent_iff.mp hdep
  refine ⟨fun c => if hc : c ∈ active p then g ⟨c, hc⟩ else 0, ⟨c₀.1, ?_⟩, ?_, ?_⟩
  · simpa [c₀.2] using hc₀
  · intro c hc
    have : c ∉ active p := by simp [active, hc]
    simp [this]
  · intro i
    have hi := congrFun hg i
    simp only [Finset.sum_apply, Pi.smul_apply, smul_eq_mul, Pi.zero_apply] at hi
    unfold density
    rw [← Finset.sum_subset (Finset.subset_univ (active p))
      (fun c _ hc => by simp [hc]), ← Finset.sum_coe_sort, ← hi]
    refine Finset.sum_congr rfl fun c _ => ?_
    simp [c.2]
```

If more than M configurations are active, their occupation vectors are more than M vectors in a space of dimension M. They are linearly dependent, so there are numbers g(c), not all zero, with

Σ_(c active) g(c) n_i(c) = 0 for every i.

Set d(c) = g(c) on active configurations and d(c) = 0 elsewhere. This d is a nonzero shift with D_i(d) = 0. In the example it is proportional to (−1, 2, −1).

The proof assumes independence (`hli`), obtains a count of at most M, and lets `omega` find the contradiction. It then extracts `g` and checks the three properties of the shift.

```lean
/-- With at least one electron, if a distribution has more active configurations than there are
sites, then another one has fewer, with the same density and no larger mean repulsion. -/
theorem exists_fewer (hN : 0 < N) (W : Config ι k N → ℝ) {p : Config ι k N → ℝ} {ρ : ι → ℝ}
    (hp : Realises p ρ) (h : Fintype.card ι < (active p).card) :
    ∃ q, Realises q ρ ∧ meanRepulsion W q ≤ meanRepulsion W p ∧
      (active q).card < (active p).card := by
  -- orient the shift so that it does not raise the repulsion
  obtain ⟨d, ⟨c₁, hc₁⟩, hd0, hdρ, hdW⟩ : ∃ d : Config ι k N → ℝ, (∃ c, d c ≠ 0) ∧
      (∀ c, p c = 0 → d c = 0) ∧ (∀ i, density d i = 0) ∧ meanRepulsion W d ≤ 0 := by
    obtain ⟨d, ⟨c, hc⟩, h0, hρ⟩ := exists_neutral_shift p h
    rcases le_total (meanRepulsion W d) 0 with hW | hW
    · exact ⟨d, ⟨c, hc⟩, h0, hρ, hW⟩
    · refine ⟨fun c => -d c, ⟨c, neg_ne_zero.mpr hc⟩, fun c hc => by simp [h0 c hc], ?_, ?_⟩
      · intro i
        have := hρ i
        unfold density at this ⊢
        simp only [neg_mul, Finset.sum_neg_distrib, this, neg_zero]
      · unfold meanRepulsion at hW ⊢
        simp only [neg_mul, Finset.sum_neg_distrib]
        linarith
  -- by the sum rule the shift has total weight zero, so it lowers some weight
  have hsum : ∑ c, d c = 0 := by
    have h1 := sum_density d
    simp only [hdρ, Finset.sum_const_zero] at h1
    have hN' : (N : ℝ) ≠ 0 := by exact_mod_cast hN.ne'
    exact (mul_eq_zero.mp h1.symm).resolve_left hN'
  have hneg : (univ.filter (fun c => d c < 0)).Nonempty := by
    by_contra hne
    have hpos : ∀ c, 0 ≤ d c := fun c => by
      by_contra hc
      exact hne ⟨c, by simpa using hc⟩
    exact hc₁ ((Finset.sum_eq_zero_iff_of_nonneg (fun c _ => hpos c)).mp hsum c₁ (mem_univ _))
  -- follow the shift until the first weight vanishes
  obtain ⟨c₀, hc₀, hmin⟩ := Finset.exists_min_image _ (fun c => p c / (-d c)) hneg
  have hd₀ : d c₀ < 0 := (Finset.mem_filter.mp hc₀).2
  obtain ⟨t, ht⟩ : ∃ t, t = p c₀ / (-d c₀) := ⟨_, rfl⟩
  have ht0 : 0 ≤ t := ht ▸ div_nonneg (hp.1 c₀) (by linarith)
  have hzero : p c₀ + t * d c₀ = 0 := by
    have h1 : t * (-d c₀) = p c₀ := by
      rw [ht]
      exact div_mul_cancel₀ _ (by linarith : -d c₀ > 0).ne'
    linarith
  have lin : ∀ f : Config ι k N → ℝ,
      ∑ c, (p c + t * d c) * f c = ∑ c, p c * f c + t * ∑ c, d c * f c := by
    intro f
    rw [Finset.mul_sum, ← Finset.sum_add_distrib]
    exact Finset.sum_congr rfl fun c _ => by ring
  refine ⟨fun c => p c + t * d c, ⟨fun c => ?_, ?_, fun i => ?_⟩, ?_, ?_⟩
  · rcases le_or_gt 0 (d c) with hc | hc
    · exact add_nonneg (hp.1 c) (mul_nonneg ht0 hc)
    · have h1 : t ≤ p c / (-d c) := ht ▸ hmin c (by simpa using hc)
      rw [le_div_iff₀ (by linarith)] at h1
      linarith
  · rw [Finset.sum_add_distrib, ← Finset.mul_sum, hsum, hp.2.1]
    ring
  · have h1 := hdρ i
    have h2 := hp.2.2 i
    unfold density at h1 h2 ⊢
    rw [lin, h1, h2]
    ring
  · unfold meanRepulsion at hdW ⊢
    rw [lin]
    linarith [mul_nonneg ht0 (neg_nonneg.mpr hdW)]
  · apply Finset.card_lt_card
    rw [Finset.ssubset_iff_of_subset]
    · refine ⟨c₀, ?_, by simp [active, hzero]⟩
      simp only [active, Finset.mem_filter, Finset.mem_univ, true_and]
      exact fun h0 => hd₀.ne (hd0 c₀ h0)
    · intro c hc
      simp only [active, Finset.mem_filter, Finset.mem_univ, true_and] at hc ⊢
      exact fun h0 => hc (by rw [h0, hd0 c h0]; ring)
```

The argument by hand has four steps.

1. If R(d) > 0, replace d by −d. Now R(d) ≤ 0.
2. The sum rule gives 0 = Σ_i D_i(d) = N Σ_c d(c). Since N ≥ 1, the shift has total weight zero. It is not identically zero, so some d(c) is negative.
3. Among the configurations with d(c) < 0, let c₀ be one with the smallest ratio p(c)/(−d(c)), and call that ratio t. Put q(c) = p(c) + t d(c). Where d(c) ≥ 0, clearly q(c) ≥ 0. Where d(c) < 0, t ≤ p(c)/(−d(c)) gives the same.
4. The total remains 1, the density remains ρ, and R(q) = R(p) + t R(d) ≤ R(p). At c₀ the new weight is zero, while p(c₀) was not, because d vanishes wherever p does. For the same reason no new configuration becomes active.

In the code, `hsum` and `hneg` are step 2, and `Finset.exists_min_image` picks c₀. The identity `lin` expresses linearity in the weights, and serves for both density and repulsion. The final bullets check the properties of q in turn.

## A sparse minimiser

```lean
/-- With at least one electron, for every distribution there is one on at most as many
configurations as sites, with the same density and no larger mean repulsion. -/
theorem exists_sparse (hN : 0 < N) (W : Config ι k N → ℝ) {p : Config ι k N → ℝ} {ρ : ι → ℝ}
    (hp : Realises p ρ) :
    ∃ q, Realises q ρ ∧ meanRepulsion W q ≤ meanRepulsion W p ∧
      (active q).card ≤ Fintype.card ι := by
  suffices H : ∀ n : ℕ, ∀ p : Config ι k N → ℝ, Realises p ρ → (active p).card = n →
      ∃ q, Realises q ρ ∧ meanRepulsion W q ≤ meanRepulsion W p ∧
        (active q).card ≤ Fintype.card ι from H _ p hp rfl
  intro n
  induction n using Nat.strong_induction_on with
  | _ n ih =>
    intro p hp hn
    by_cases h : (active p).card ≤ Fintype.card ι
    · exact ⟨p, hp, le_rfl, h⟩
    · obtain ⟨q, hq, hqW, hlt⟩ := exists_fewer hN W hp (not_le.mp h)
      obtain ⟨r, hr, hrW, hrc⟩ := ih _ (hn ▸ hlt) q hq rfl
      exact ⟨r, hr, hrW.trans hqW, hrc⟩
```

Repeat the removal while more than M configurations are active. Their number falls each time, so the process ends, and the repulsion never rises. Lean phrases this as strong induction on the number of active configurations: if there are at most M, keep p; otherwise apply `exists_fewer` and use the induction hypothesis on the result.

```lean
/-- For at least one electron and a density realised by some distribution, the minimum mean
repulsion at that density is attained by a distribution on at most as many configurations as
there are sites. -/
theorem exists_sparse_minimiser (hN : 0 < N) (W : Config ι k N → ℝ) (ρ : ι → ℝ)
    (hρ : ∃ p : Config ι k N → ℝ, Realises p ρ) :
    ∃ q, Realises q ρ ∧ (∀ p, Realises p ρ → meanRepulsion W q ≤ meanRepulsion W p) ∧
      (active q).card ≤ Fintype.card ι := by
  -- the distributions with density `ρ` form a compact set
  have h1 : IsClosed {p : Config ι k N → ℝ | ∀ c, 0 ≤ p c} := by
    simp only [Set.ofPred_forall]
    exact isClosed_iInter fun c => isClosed_le continuous_const (continuous_apply c)
  have h2 : IsClosed {p : Config ι k N → ℝ | ∑ c, p c = 1} :=
    isClosed_eq (by fun_prop) continuous_const
  have h3 : IsClosed {p : Config ι k N → ℝ | ∀ i, density p i = ρ i} := by
    simp only [Set.ofPred_forall]
    exact isClosed_iInter fun i => isClosed_eq (by unfold density; fun_prop) continuous_const
  have hclosed : IsClosed {p : Config ι k N → ℝ | Realises p ρ} := h1.inter (h2.inter h3)
  have hcomp : IsCompact {p : Config ι k N → ℝ | Realises p ρ} := by
    refine (isCompact_Icc (a := (0 : Config ι k N → ℝ)) (b := 1)).of_isClosed_subset hclosed ?_
    intro p hp
    refine ⟨fun c => hp.1 c, fun c => ?_⟩
    exact (Finset.single_le_sum (fun c _ => hp.1 c) (Finset.mem_univ c)).trans hp.2.1.le
  have hcont : Continuous (fun p : Config ι k N → ℝ => meanRepulsion W p) := by
    unfold meanRepulsion
    fun_prop
  obtain ⟨p, hp, hmin⟩ := hcomp.exists_isMinOn hρ hcont.continuousOn
  -- thin the minimiser
  obtain ⟨q, hq, hqW, hqc⟩ := exists_sparse hN W hp
  exact ⟨q, hq, fun r hr => hqW.trans (isMinOn_iff.mp hmin r hr), hqc⟩
```

In words: let N ≥ 1, let W be any repulsion, and let ρ be the density of at least one distribution. Then there is a distribution q with density ρ whose mean repulsion is no larger than that of any other distribution with density ρ, and at most M configurations have nonzero probability in q.

The assumption `hρ` is a condition on the density: one whose site values do not add up to N, for instance, belongs to no distribution. The assumption `hN` excludes the degenerate case of no sites and no electrons, where the single empty configuration already exceeds the bound of zero.

It remains to show that a minimum exists. The conditions in `Realises` are equalities and non-strict inequalities between continuous functions, so they define a closed set (`h1`, `h2`, `h3`). Each weight lies between 0 and 1, since the weights are nonnegative and add up to 1. The set is therefore compact, and the continuous function R attains its minimum on it at some p. Thinning p gives q, and for every competitor r

R(q) ≤ R(p) ≤ R(r).

For density functional theory on a finite lattice, with kinetic energy neglected and an interaction that depends only on site occupations, this minimum is the strong-coupling interaction energy at density ρ, and at most M probabilities suffice to represent it. The theorem does not say which configurations to choose, and other minimisers may be less sparse: for constant W every distribution with density ρ is one. Nor does sparsity here mean that the position of one electron determines the others, as in the continuum picture of strict correlation.

## The size of the configuration space, and a case that needs M

```lean
/-- With at most one electron per site, the number of configurations is the binomial coefficient
"sites choose electrons". -/
theorem card_config : Fintype.card (Config ι 1 N) = (Fintype.card ι).choose N := by
  have key : ∀ x : Fin (1 + 1), (if x = 1 then 1 else 0) = (x : ℕ) := by decide
  have key' : ∀ x : Fin (1 + 1), (if x = 1 then (1 : Fin (1 + 1)) else 0) = x := by decide
  rw [← Fintype.card_finset_len]
  -- a configuration is the set of its occupied sites
  refine Fintype.card_congr ⟨fun c => ⟨univ.filter (fun i => c.1 i = 1), ?_⟩,
    fun s => ⟨fun i => if i ∈ s.1 then 1 else 0, ?_⟩, fun c => ?_, fun s => ?_⟩
  · rw [Finset.card_filter]
    exact (Finset.sum_congr rfl fun i _ => key (c.1 i)).trans c.2
  · have h : ∀ i, (((if i ∈ s.1 then 1 else 0 : Fin (1 + 1)) : ℕ)) =
        if i ∈ s.1 then 1 else 0 := fun i => by split_ifs <;> rfl
    simp only [h]
    simp [s.2]
  · apply Subtype.ext
    funext i
    simp only [Finset.mem_filter, Finset.mem_univ, true_and]
    exact key' (c.1 i)
  · apply Subtype.ext
    ext i
    by_cases h : i ∈ s.1 <;> simp [h]
```

With at most one electron per site, a configuration is the same thing as its set of occupied sites, so there are (M choose N) of them. The proof writes down this correspondence in both directions. For 10 electrons on 20 sites there are 184756 configurations, of which a suitable minimiser uses at most 20.

```lean
/-- Sharpness: for `N` electrons on `N + 1` sites with at most one electron per site, a density
below one on every site needs at least as many configurations as there are sites. -/
theorem card_le_active (hM : Fintype.card ι = N + 1) {p : Config ι 1 N → ℝ} {ρ : ι → ℝ}
    (hp : Realises p ρ) (hρ : ∀ i, ρ i < 1) : Fintype.card ι ≤ (active p).card := by
  -- every site is empty in some active configuration
  have hole : ∀ i, ∃ c ∈ active p, (c.1 i : ℕ) = 0 := by
    intro i
    by_contra hno
    push Not at hno
    have h1 : density p i = ∑ c, p c := by
      unfold density
      refine Finset.sum_congr rfl fun c _ => ?_
      by_cases hc : p c = 0
      · simp [hc]
      · have h2 := hno c (by simp [active, hc])
        have h3 := (c.1 i).isLt
        have h4 : (c.1 i : ℕ) = 1 := by omega
        rw [h4]
        simp
    linarith [hρ i, hp.2.1, hp.2.2 i]
  choose f hf hf0 using hole
  rw [← Finset.card_univ]
  refine Finset.card_le_card_of_injOn f (fun i _ => hf i) ?_
  -- a configuration has only one empty site
  intro i _ j _ hij
  by_contra hne
  have hi := hf0 i
  have hj := hf0 j
  rw [← hij] at hj
  have hle : ∑ l, (((f i).1 l : ℕ) + (if l = i then 1 else 0) + (if l = j then 1 else 0))
      ≤ ∑ _l : ι, 1 := by
    refine Finset.sum_le_sum fun l _ => ?_
    have hl := ((f i).1 l).isLt
    by_cases a : l = i
    · have b : l ≠ j := fun b => hne (a.symm.trans b)
      rw [if_pos a, if_neg b, a, hi]
    · by_cases b : l = j
      · rw [if_neg a, if_pos b, b, hj]
      · rw [if_neg a, if_neg b]
        omega
  rw [Finset.sum_add_distrib, Finset.sum_add_distrib, (f i).2] at hle
  simp at hle
  omega

end

end SparseStrictCorrelation
```

Take N electrons on M = N + 1 sites, at most one per site, and a density below one everywhere. If site i were occupied in every active configuration, its density would be Σ_c p(c) = 1, contrary to ρ_i < 1. So each site i is empty in some active configuration f(i). Each configuration has exactly one empty site, so different sites give different f(i), and at least M configurations are active.

In Lean, `hole` finds the configurations and `choose` collects them into `f`. If distinct sites i and j were both empty in `f i`, one could add an electron to each and still have at most one per site. The inequality `hle` turns this into N + 2 ≤ N + 1, which is impossible.

The bound M therefore cannot be lowered in general, whatever the repulsion. Here there are only M configurations in total, and all of them are active. Such densities do occur, as a short calculation outside the file shows: equal probabilities for the N + 1 positions of the empty site give density N/(N + 1) everywhere.

```lean
#print axioms SparseStrictCorrelation.exists_sparse_minimiser
#print axioms SparseStrictCorrelation.card_config
#print axioms SparseStrictCorrelation.card_le_active
```

```
'SparseStrictCorrelation.exists_sparse_minimiser' depends on axioms: [propext, Classical.choice, Quot.sound]
'SparseStrictCorrelation.card_config' depends on axioms: [propext, Classical.choice, Quot.sound]
'SparseStrictCorrelation.card_le_active' depends on axioms: [propext, Classical.choice, Quot.sound]
```
